# A contracted Gaussian density with positive coefficients has a one-constant moment recurrence only when its exponents are equal

A contracted density on one centre may combine a tight Gaussian with a diffuse one. Each primitive $e^{-px^2}$ has a recurrence that raises the order of its moments by two, with a factor $1/(2p)$ set by its own width. Once the primitives have been summed, can one effective width take the place of the separate factors?

## The moment bound and its equality case

Let $c_i>0$ and $p_i>0$ be the coefficients and exponents of finitely many primitives, and define

$$M_n=\int_{-\infty}^{\infty}x^n\sum_i c_i e^{-p_i x^2}\,dx .$$

Then

$$M_0M_4\ge 3M_2^2,$$

with equality if and only if all $p_i$ are equal. For a density normalised to $M_0=1$, this reads $M_4\ge 3M_2^2$. More generally, for every integer $k\ge 0$,

$$(2k+1)M_{2k}M_{2k+4}\ge(2k+3)M_{2k+2}^2,$$

with the same equality case. It follows that a constant $h$, independent of $n$, with $M_{n+2}=(n+1)hM_n$ for all $n\ge 0$ exists if and only if all exponents are equal.

## Exponent factors before and after contraction

Vertical recurrences for Gaussian integrals contain factors such as $1/(2p)$, so the order of recurrence and contraction matters in an electronic-structure code; the result here concerns that question for one-dimensional moments on a single centre with positive coefficients. A routine can apply the recurrence to each primitive and contract afterwards. It can also contract first, provided that it keeps sums with the rescaled coefficients $c_i/(2p_i)$, and each further step of the recurrence brings another factor $1/(2p_i)$.

A single fitted factor does not do the same job. If the exponents differ and $h=M_2/M_0$ is chosen to reproduce the second moment, the next step predicts $3hM_2=3M_2^2/M_0$, which is strictly below the true $M_4$.

## From a total derivative to a sum over pairs

Write $I_n(p)=\int_{-\infty}^{\infty} x^n e^{-px^2}\,dx$ for the primitive moment. Differentiation gives

$$\frac{d}{dx}\left(x^{n+1}e^{-px^2}\right)=(n+1)x^ne^{-px^2}-2p\,x^{n+2}e^{-px^2}.$$

The function in brackets vanishes at both ends of the line, so integration yields

$$I_{n+2}(p)=\frac{n+1}{2p}I_n(p).$$

Since $I_0(p)=\sqrt{\pi/p}>0$, every even primitive moment is positive.

By linearity, $M_n=\sum_i c_iI_n(p_i)$, and therefore

$$M_{n+2}=(n+1)\sum_i\frac{c_i}{2p_i}I_n(p_i).$$

This is the recurrence after contraction, with rescaled coefficients on the right.

Now fix $k$ and set $w_i=c_iI_{2k}(p_i)>0$ and $h_i=1/(2p_i)$. Using the primitive recurrence once and then twice,

$$\begin{aligned}
M_{2k}&=\sum_i w_i,\\
M_{2k+2}&=(2k+1)\sum_i w_ih_i,\\
M_{2k+4}&=(2k+3)(2k+1)\sum_i w_ih_i^2 .
\end{aligned}$$

The gap between the two sides of the bound is then

$$\begin{aligned}
&(2k+1)M_{2k}M_{2k+4}-(2k+3)M_{2k+2}^2\\
&\quad=(2k+1)^2(2k+3)\left[\sum_i w_i\sum_i w_ih_i^2-\Big(\sum_i w_ih_i\Big)^2\right].
\end{aligned}$$

Expanding $(h_i-h_j)^2=h_i^2+h_j^2-2h_ih_j$ and summing over both indices shows that the bracket equals

$$\frac12\sum_{i,j}w_iw_j(h_i-h_j)^2 .$$

Every term is nonnegative, which proves the inequality. The sum is zero exactly when every term is zero. As the weights are positive, this means that all $h_i$ agree, and hence all $p_i$ agree. Setting $k=0$ gives $M_0M_4\ge3M_2^2$.

Suppose finally that one constant $h$ works at all orders. Orders $n=0$ and $n=2$ give $M_2=hM_0$ and $M_4=3hM_2$, so $M_0M_4=3hM_0M_2=3M_2^2$. This is the equality case, and the exponents are equal. Conversely, if all exponents equal $p$, the primitive recurrence gives $h=1/(2p)$.

## The moments and the bound in Lean

```lean
import Mathlib

open MeasureTheory

namespace ContractedGaussian

noncomputable section

variable {ι : Type*} [Fintype ι] {c p : ι → ℝ}

/-- The `n`-th moment of the primitive Gaussian `exp (-p x²)` over the line,
for an exponent `p > 0`. -/
def primitiveMoment (p : ℝ) (n : ℕ) : ℝ := ∫ x : ℝ, x ^ n * Real.exp (-p * x ^ 2)

/-- The contracted density with coefficients `c i` and exponents `p i`. -/
def density (c p : ι → ℝ) (x : ℝ) : ℝ := ∑ i, c i * Real.exp (-p i * x ^ 2)

/-- The `n`-th moment of the contracted density over the line, for exponents `p i > 0`. -/
def moment (c p : ι → ℝ) (n : ℕ) : ℝ := ∫ x : ℝ, x ^ n * density c p x

/-- A power of `x` times a Gaussian of positive exponent is integrable over the line. -/
theorem integrable_primitive {p : ℝ} (hp : 0 < p) (n : ℕ) :
    Integrable (fun x : ℝ => x ^ n * Real.exp (-p * x ^ 2)) := by
  have hn : (-1 : ℝ) < (n : ℝ) := by
    have : (0 : ℝ) ≤ (n : ℝ) := Nat.cast_nonneg n
    linarith
  simpa only [Real.rpow_natCast] using integrable_rpow_mul_exp_neg_mul_sq hp hn

/-- Vertical recurrence for one primitive of positive exponent `p`: the moment of order
`n + 2` is `(n + 1) / (2p)` times the moment of order `n`. -/
theorem primitive_recurrence {p : ℝ} (hp : 0 < p) (n : ℕ) :
    primitiveMoment p (n + 2) = ((n : ℝ) + 1) / (2 * p) * primitiveMoment p n := by
  -- integrate the derivative of `x ^ (n + 1) * exp (-p x²)`
  have hd : ∀ x : ℝ, HasDerivAt (fun y : ℝ => y ^ (n + 1) * Real.exp (-p * y ^ 2))
      (((n : ℝ) + 1) * (x ^ n * Real.exp (-p * x ^ 2))
        - 2 * p * (x ^ (n + 2) * Real.exp (-p * x ^ 2))) x := by
    intro x
    have h1 : HasDerivAt (fun y : ℝ => y ^ (n + 1)) (((n : ℝ) + 1) * x ^ n) x :=
      (hasDerivAt_pow (n + 1) x).congr_deriv (by simp)
    have h2 : HasDerivAt (fun y : ℝ => -p * y ^ 2) (-p * (2 * x)) x :=
      ((hasDerivAt_pow 2 x).const_mul (-p)).congr_deriv (by norm_num)
    exact (h1.fun_mul h2.exp).congr_deriv (by ring)
  have i1 : Integrable (fun x : ℝ => ((n : ℝ) + 1) * (x ^ n * Real.exp (-p * x ^ 2))) :=
    (integrable_primitive hp n).const_mul _
  have i2 : Integrable (fun x : ℝ => 2 * p * (x ^ (n + 2) * Real.exp (-p * x ^ 2))) :=
    (integrable_primitive hp (n + 2)).const_mul _
  have h0 := integral_eq_zero_of_hasDerivAt_of_integrable hd (i1.sub i2)
    (integrable_primitive hp (n + 1))
  rw [integral_sub i1 i2, integral_const_mul, integral_const_mul] at h0
  unfold primitiveMoment
  rw [div_mul_eq_mul_div, eq_div_iff (by positivity)]
  linarith

/-- The even moments of a primitive of positive exponent are positive. -/
theorem primitive_even_pos {p : ℝ} (hp : 0 < p) (k : ℕ) :
    0 < primitiveMoment p (2 * k) := by
  induction k with
  | zero =>
    have h : primitiveMoment p (2 * 0) = Real.sqrt (Real.pi / p) := by
      simpa [primitiveMoment] using integral_gaussian p
    rw [h]
    exact Real.sqrt_pos.mpr (div_pos Real.pi_pos hp)
  | succ k ih =>
    show 0 < primitiveMoment p (2 * k + 2)
    rw [primitive_recurrence hp (2 * k)]
    positivity

/-- For positive exponents, a contracted moment is the contraction of the primitive moments. -/
theorem moment_eq_sum (c : ι → ℝ) (hp : ∀ i, 0 < p i) (n : ℕ) :
    moment c p n = ∑ i, c i * primitiveMoment (p i) n := by
  have e : (fun x : ℝ => x ^ n * density c p x)
      = fun x : ℝ => ∑ i, c i * (x ^ n * Real.exp (-p i * x ^ 2)) := by
    funext x
    rw [density, Finset.mul_sum]
    exact Finset.sum_congr rfl fun i _ => by ring
  rw [moment, e, integral_finsetSum]
  · simp only [integral_const_mul, primitiveMoment]
  · intro i _
    exact (integrable_primitive (hp i) n).const_mul (c i)

/-- Vertical recurrence after contraction, for positive exponents: it holds once each
coefficient `c i` is rescaled to `c i / (2 p i)` in the lower moment. -/
theorem contracted_recurrence (c : ι → ℝ) (hp : ∀ i, 0 < p i) (n : ℕ) :
    moment c p (n + 2) = ((n : ℝ) + 1) * moment (fun i => c i / (2 * p i)) p n := by
  rw [moment_eq_sum _ hp, moment_eq_sum _ hp, Finset.mul_sum]
  refine Finset.sum_congr rfl fun i _ => ?_
  rw [primitive_recurrence (hp i)]
  ring

/-- For positive weights, the squared weighted sum of `h` is at most the total weight times
the weighted sum of `h²`, with equality iff all values of `h` agree. -/
theorem variance_inequality {w : ι → ℝ} (hw : ∀ i, 0 < w i) (h : ι → ℝ) :
    (∑ i, w i * h i) ^ 2 ≤ (∑ i, w i) * (∑ i, w i * h i ^ 2) ∧
      ((∑ i, w i) * (∑ i, w i * h i ^ 2) = (∑ i, w i * h i) ^ 2 ↔ ∀ i j, h i = h j) := by
  -- the gap is half a sum of nonnegative pair terms
  have e : ∑ i, ∑ j, w i * w j * (h i - h j) ^ 2
      = 2 * ((∑ i, w i) * (∑ i, w i * h i ^ 2) - (∑ i, w i * h i) ^ 2) := by
    calc _ = ∑ i, ∑ j, ((w i * h i ^ 2) * w j + w i * (w j * h j ^ 2)
          - 2 * ((w i * h i) * (w j * h j))) :=
        Finset.sum_congr rfl fun i _ => Finset.sum_congr rfl fun j _ => by ring
      _ = _ := by
        simp only [Finset.sum_add_distrib, Finset.sum_sub_distrib, ← Finset.mul_sum,
          ← Finset.sum_mul]
        ring
  have hn : ∀ i j, 0 ≤ w i * w j * (h i - h j) ^ 2 := fun i j =>
    mul_nonneg (mul_pos (hw i) (hw j)).le (sq_nonneg _)
  have hs : ∀ i, 0 ≤ ∑ j, w i * w j * (h i - h j) ^ 2 := fun i =>
    Finset.sum_nonneg fun j _ => hn i j
  refine ⟨?_, fun he i j => ?_, fun hh => ?_⟩
  · have := Finset.sum_nonneg fun i (_ : i ∈ Finset.univ) => hs i
    linarith
  · rw [he, sub_self, mul_zero] at e
    have hi := (Finset.sum_eq_zero_iff_of_nonneg fun i _ => hs i).mp e i (Finset.mem_univ i)
    have hij := (Finset.sum_eq_zero_iff_of_nonneg fun j _ => hn i j).mp hi j
      (Finset.mem_univ j)
    have hd := (mul_eq_zero.mp hij).resolve_left (mul_pos (hw i) (hw j)).ne'
    exact sub_eq_zero.mp ((pow_eq_zero_iff two_ne_zero).mp hd)
  · have hz : ∑ i, ∑ j, w i * w j * (h i - h j) ^ 2 = 0 :=
      Finset.sum_eq_zero fun i _ => Finset.sum_eq_zero fun j _ => by rw [hh i j]; ring
    linarith

/-- For positive coefficients and exponents, three successive even moments obey
`(2k+3) M(2k+2)² ≤ (2k+1) M(2k) M(2k+4)`, with equality iff all exponents are equal. -/
theorem even_moment_inequality (hc : ∀ i, 0 < c i) (hp : ∀ i, 0 < p i) (k : ℕ) :
    (2 * (k : ℝ) + 3) * moment c p (2 * k + 2) ^ 2
        ≤ (2 * (k : ℝ) + 1) * (moment c p (2 * k) * moment c p (2 * k + 4)) ∧
      ((2 * (k : ℝ) + 1) * (moment c p (2 * k) * moment c p (2 * k + 4))
        = (2 * (k : ℝ) + 3) * moment c p (2 * k + 2) ^ 2 ↔ ∀ i j, p i = p j) := by
  obtain ⟨v, ve⟩ := variance_inequality
    (fun i => mul_pos (hc i) (primitive_even_pos (hp i) k)) (fun i => 1 / (2 * p i))
  have hq : ∀ i j, 1 / (2 * p i) = 1 / (2 * p j) ↔ p i = p j := fun i j => by
    rw [one_div, one_div, inv_inj]
    constructor <;> intro h <;> linarith
  simp only [hq] at ve
  -- the recurrence turns the higher moments into weighted sums of `1 / (2 p i)`
  have h2 : moment c p (2 * k + 2) = (2 * (k : ℝ) + 1)
      * ∑ i, c i * primitiveMoment (p i) (2 * k) * (1 / (2 * p i)) := by
    rw [moment_eq_sum c hp, Finset.mul_sum]
    refine Finset.sum_congr rfl fun i _ => ?_
    rw [primitive_recurrence (hp i) (2 * k)]
    push_cast
    ring
  have h4 : moment c p (2 * k + 4) = (2 * (k : ℝ) + 3) * (2 * (k : ℝ) + 1)
      * ∑ i, c i * primitiveMoment (p i) (2 * k) * (1 / (2 * p i)) ^ 2 := by
    rw [moment_eq_sum c hp, Finset.mul_sum]
    refine Finset.sum_congr rfl fun i _ => ?_
    rw [show 2 * k + 4 = 2 * k + 2 + 2 from rfl, primitive_recurrence (hp i) (2 * k + 2),
      primitive_recurrence (hp i) (2 * k)]
    push_cast
    ring
  have hK : 0 < (2 * (k : ℝ) + 1) ^ 2 * (2 * (k : ℝ) + 3) := by positivity
  rw [moment_eq_sum c hp (2 * k), h2, h4, ← ve]
  refine ⟨by linarith [mul_le_mul_of_nonneg_left v hK.le], fun h => ?_, fun h => ?_⟩
  · exact mul_left_cancel₀ hK.ne' (by linear_combination h)
  · linear_combination (2 * (k : ℝ) + 1) ^ 2 * (2 * (k : ℝ) + 3) * h

/-- For positive coefficients and exponents, `M₀ M₄ ≥ 3 M₂²`,
with equality iff all exponents are equal. -/
theorem moment_inequality (hc : ∀ i, 0 < c i) (hp : ∀ i, 0 < p i) :
    3 * moment c p 2 ^ 2 ≤ moment c p 0 * moment c p 4 ∧
      (moment c p 0 * moment c p 4 = 3 * moment c p 2 ^ 2 ↔ ∀ i j, p i = p j) := by
  have h := even_moment_inequality hc hp 0
  simp only [Nat.cast_zero, mul_zero, zero_add, one_mul] at h
  exact h

/-- For positive coefficients and exponents, one constant `h` gives
`M(n+2) = (n+1) h M(n)` at all orders iff all exponents are equal. -/
theorem single_constant_iff (hc : ∀ i, 0 < c i) (hp : ∀ i, 0 < p i) :
    (∃ h : ℝ, ∀ n : ℕ, moment c p (n + 2) = ((n : ℝ) + 1) * h * moment c p n)
      ↔ ∀ i j, p i = p j := by
  constructor
  · rintro ⟨h, hh⟩
    have h0 : moment c p 2 = h * moment c p 0 := (hh 0).trans (by push_cast; ring)
    have h2 : moment c p 4 = 3 * h * moment c p 2 := (hh 2).trans (by push_cast; ring)
    exact (moment_inequality hc hp).2.mp (by rw [h2, h0]; ring)
  · intro hpq
    rcases isEmpty_or_nonempty ι with hι | hι
    · exact ⟨0, fun n => by rw [moment_eq_sum _ hp, moment_eq_sum _ hp]; simp⟩
    · -- the common exponent supplies the constant
      obtain ⟨i0⟩ := hι
      refine ⟨1 / (2 * p i0), fun n => ?_⟩
      rw [moment_eq_sum _ hp, moment_eq_sum _ hp, Finset.mul_sum]
      refine Finset.sum_congr rfl fun i _ => ?_
      rw [primitive_recurrence (hp i), hpq i i0]
      ring

end

end ContractedGaussian
```

```lean
#print axioms ContractedGaussian.contracted_recurrence
-- 'ContractedGaussian.contracted_recurrence' depends on axioms: [propext, Classical.choice, Quot.sound]
#print axioms ContractedGaussian.single_constant_iff
-- 'ContractedGaussian.single_constant_iff' depends on axioms: [propext, Classical.choice, Quot.sound]
```

## Positive coefficients, one centre, one dimension

The finite type `ι` labels the primitives, and `c` and `p` assign a real coefficient and exponent to each label. The coefficients multiply bare exponentials, so any primitive normalisation factors belong inside `c i`. `density` is the contracted function, and `moment c p n` is its integral over the line against $x^n$. The hypotheses `hc` and `hp` state that all coefficients and all exponents are positive.

`moment_inequality` gives the bound and its equality case, with `∀ i j, p i = p j` expressing equal exponents. In `single_constant_iff`, the quantifier `∃ h` stands before `∀ n`, so the same constant must serve every order. A single primitive satisfies the equality condition automatically, as does an empty contraction, whose moments are all zero.

The lemmas correspond to the derivation as follows:

- `integrable_primitive` supplies the integrability that `primitive_recurrence` needs. There `hd` is the total derivative, and `integral_eq_zero_of_hasDerivAt_of_integrable` makes its integral zero.
- `primitive_even_pos` starts from the Gaussian integral and proceeds by induction.
- `moment_eq_sum` exchanges the integral with the finite sum, and `contracted_recurrence` then rescales the coefficients. Neither restricts the sign of `c`.
- `variance_inequality` proves the pair expansion as `e`. For equality, it uses twice that a zero sum of nonnegative terms has only zero terms.
- `even_moment_inequality` expresses the higher moments through `h2` and `h4`, then multiplies the weighted inequality by the positive prefactor in `hK`.
- `moment_inequality` sets $k=0$. `single_constant_iff` uses orders 0 and 2 in one direction and the common exponent in the other.

Contracted basis functions can have coefficients of mixed sign, and for the inequality nonzero coefficients are not enough: with two primitives of different exponents and opposite signs, the pair sum is negative and the bound is reversed. The theorems treat neither displaced centres nor Coulomb integrals, and they give no estimate of floating-point error.
